# A causal potential derived from a differentiable action on finitely many time steps has no memory

**Q:** A laser pulse has set the electrons of a molecule in motion, and I expect the exchange-correlation potential to depend on what the density was a moment ago. Take the simplest caricature: two time steps with densities x₀ and x₁, no potential at the first step, and at the second a potential equal to the earlier density.

v₀ = 0, v₁ = x₀

I would like to derive this from an action, as a ground-state potential is derived from an energy. What stops me?

**A:** Try the action A(x) = x₀x₁. Its derivative with respect to x₁ is x₀, as you want. Its derivative with respect to x₀ is x₁, so the potential at the first step now depends on the future. The term that gives the later potential its memory also gives the earlier one foresight.

**Q:** That is the symmetry of second derivatives. Must the action be twice differentiable?

**A:** No, one derivative in each variable is enough. Let the times be 0, …, n−1, let x = (x₀, …, xₙ₋₁) be a density history, and let vᵢ = ∂A/∂xᵢ. Write x[i→s] for the history x with its value at time i replaced by s. Causality says that vᵢ does not change when xⱼ changes, for any j > i.

Fix i < j and a new value t for the density at time j. Consider the difference of two slices of the action:

g(r) = A(x[j→t, i→r]) − A(x[i→r])

Its derivative is the difference of vᵢ at two histories that differ only at the later time j, so g′(r) = 0 for every r. Hence g is constant, and g(s) = g(xᵢ) reads

A(x[j→t, i→s]) − A(x[i→s]) = A(x[j→t]) − A(x)

Moving two terms across gives

A(x[j→t, i→s]) − A(x[j→t]) = A(x[i→s]) − A(x)

The change of the action caused by time i is therefore unaffected by the density at time j. The two equations turn into each other when (i, s) and (j, t) are exchanged, so the second one holds for every pair i ≠ j, whichever time comes first.

Now start from the zero history and switch on the densities x₀, x₁, … one at a time. When time i is switched on, the densities already present can be removed one by one without altering the increment, which is therefore A(0[i→xᵢ]) − A(0). Adding the increments gives

A(x) = A(0) + Σᵢ fᵢ(xᵢ), with fᵢ(s) = A(0[i→s]) − A(0)

Differentiating with respect to xᵢ leaves

vᵢ(x) = fᵢ′(xᵢ)

This depends on the density at time i and on nothing else. Conversely, any action of this form has a causal potential, since fᵢ′(xᵢ) does not involve later densities.

**Q:** The algebra convinces me. I am less sure that the Lean version is about the same thing. What is a history there?

**A:** A function `Fin n → ℝ`, that is, one real number for each of n time steps. The replacement x[i→s] is `update x i s`.

```lean
import Mathlib

open Function

namespace CausalityParadox

noncomputable section

variable {n : ℕ}
```

**Q:** One number per time step is not an electron density in space.

**A:** It is not. The model keeps the time structure and drops the spatial one. It also lets the action be defined for all real values, so x is best read as the deviation of a single density amplitude from a reference, with the zero history as the reference itself. Continuous time, where the potential is a functional derivative, is not treated either.

The first definition says which actions are admitted: those that are differentiable in the density at each single time while the others are held fixed.

```lean
/-- The action is differentiable with respect to the density at each single time,
the densities at the other times being held fixed. -/
def HasPotential (A : (Fin n → ℝ) → ℝ) : Prop :=
  ∀ (i : Fin n) (x : Fin n → ℝ), Differentiable ℝ (fun s : ℝ => A (update x i s))
```

The potential is then the partial derivative, taken at the actual density of time i.

```lean
/-- The potential at time `i`: the partial derivative of the action with respect to
the density at time `i`. -/
def potential (A : (Fin n → ℝ) → ℝ) (i : Fin n) (x : Fin n → ℝ) : ℝ :=
  deriv (fun s : ℝ => A (update x i s)) (x i)
```

**Q:** If the action is a time integral, discretising it puts a factor Δt into that derivative.

**A:** Yes, on a uniform grid `potential` is Δt times the physical potential. A constant factor changes neither causality nor memory. The condition `HasPotential` matters because Lean's `deriv` returns 0 where no derivative exists, and a rough action could then look causal by accident.

**Q:** And causality?

**A:** Changing the density at a later time j leaves the potential at time i as it was. The inequality is strict, so the potential may respond to the density of its own time step.

```lean
/-- A potential is causal if its value at time `i` does not change when the density
at a later time `j` is changed. -/
def IsCausal (v : Fin n → (Fin n → ℝ) → ℝ) : Prop :=
  ∀ i j : Fin n, i < j → ∀ (x : Fin n → ℝ) (t : ℝ), v i (update x j t) = v i x
```

**Q:** I would normally assume that the action is differentiable as a function of the whole history.

**A:** That is a stronger assumption, and it implies the one used here. The map from s to `update x i s` is differentiable because each of its components is either s or a constant, and the chain rule does the rest.

```lean
/-- An action that is differentiable as a function of the whole density history is
differentiable in the density at each single time. -/
theorem hasPotential_of_differentiable {A : (Fin n → ℝ) → ℝ} (hA : Differentiable ℝ A) :
    HasPotential A := by
  intro i x
  have hu : Differentiable ℝ (fun s : ℝ => update x i s) := by
    refine differentiable_pi.2 fun j => ?_
    by_cases h : j = i
    · subst h
      simp only [update_self]
      exact differentiable_id
    · simp only [update_of_ne h]
      exact differentiable_const _
  exact hA.comp hu
```

**Q:** Where does your function g appear?

**A:** It needs one preparation. `potential` is defined at the current value xᵢ, whereas g′(r) needs the derivative at an arbitrary point of the slice. The next lemma supplies it: the slice has derivative vᵢ(x[i→s]) at s.

```lean
/-- Along the density at time `i`, the action has the potential as its derivative. -/
theorem hasDerivAt_slice {A : (Fin n → ℝ) → ℝ} (hA : HasPotential A)
    (i : Fin n) (x : Fin n → ℝ) (s : ℝ) :
    HasDerivAt (fun r : ℝ => A (update x i r)) (potential A i (update x i s)) s := by
  have e : potential A i (update x i s) = deriv (fun r : ℝ => A (update x i r)) s := by
    simp only [potential, update_idem, update_self]
  rw [e]
  exact (hA i x s).hasDerivAt
```

The lemma after it is the central step. Inside `main`, with i < j, the statement `hd` says that g has derivative zero, and `hc` is the place where causality enters. Then `is_const_of_deriv_eq_zero` compares g at s and at xᵢ, and `linarith` moves the terms across. The last lines handle i > j by calling `main` with the two times exchanged.

```lean
/-- If the action satisfies `HasPotential` and its potential is causal, the change of the action
caused by changing the density at time `i` is unaffected by a change of the density at any other
time `j`. -/
theorem increment_indep {A : (Fin n → ℝ) → ℝ} (hA : HasPotential A)
    (hc : IsCausal (potential A)) {i j : Fin n} (hij : i ≠ j) (x : Fin n → ℝ) (s t : ℝ) :
    A (update (update x j t) i s) - A (update x j t) = A (update x i s) - A x := by
  -- first the case in which `j` is the later time
  have main : ∀ (i j : Fin n), i < j → ∀ s t : ℝ,
      A (update (update x j t) i s) - A (update x j t) = A (update x i s) - A x := by
    intro i j hlt s t
    have hd : ∀ r : ℝ, HasDerivAt
        (fun r : ℝ => A (update (update x j t) i r) - A (update x i r)) 0 r := by
      intro r
      have h1 := hasDerivAt_slice hA i (update x j t) r
      have h2 := hasDerivAt_slice hA i x r
      have e : potential A i (update (update x j t) i r) = potential A i (update x i r) := by
        rw [update_comm hlt.ne']
        exact hc i j hlt _ _
      rw [e] at h1
      exact (h1.fun_sub h2).congr_deriv (sub_self _)
    have hconst := is_const_of_deriv_eq_zero (fun r => (hd r).differentiableAt)
      (fun r => (hd r).deriv) s (x i)
    have e1 : update (update x j t) i (x i) = update x j t := by
      rw [update_comm hlt.ne', update_eq_self]
    simp only [e1, update_eq_self] at hconst
    linarith
  -- the mixed difference is symmetric, so the order of the times is irrelevant
  rcases lt_or_gt_of_ne hij with h | h
  · exact main i j h s t
  · have h' := main j i h t s
    rw [update_comm hij] at h'
    linarith
```

**Q:** So the arrow of time is used once and then disappears.

**A:** Yes. What remains is a symmetric statement about pairs of times, and the explicit sum follows from it. In the code, `S.piecewise x 0` is the history that equals x at the times in S and zero elsewhere. The statement `inc` removes the densities in S from the increment at time a, and `key` switches the densities on one after another. Both are inductions over the set S, and taking S to be all times gives the formula.

```lean
/-- An action that satisfies `HasPotential` and has a causal potential equals its value at zero
density plus, for each time, the change due to the density at that time alone. -/
theorem action_eq_sum {A : (Fin n → ℝ) → ℝ} (hA : HasPotential A)
    (hc : IsCausal (potential A)) (x : Fin n → ℝ) :
    A x = A 0 + ∑ i, (A (update 0 i (x i)) - A 0) := by
  -- the increment at time `a` does not see the densities switched on in `S`
  have inc : ∀ (a : Fin n) (S : Finset (Fin n)), a ∉ S →
      A (update (S.piecewise x 0) a (x a)) - A (S.piecewise x 0)
        = A (update 0 a (x a)) - A 0 := by
    intro a S
    induction S using Finset.induction_on with
    | empty => intro _; rw [Finset.piecewise_empty]
    | insert b S hb ih =>
      intro ha
      have hab : a ≠ b := fun h => ha (h ▸ Finset.mem_insert_self b S)
      have haS : a ∉ S := fun h => ha (Finset.mem_insert_of_mem h)
      rw [Finset.piecewise_insert, increment_indep hA hc hab]
      exact ih haS
  -- switch on the densities one time after another
  have key : ∀ S : Finset (Fin n),
      A (S.piecewise x 0) = A 0 + ∑ i ∈ S, (A (update 0 i (x i)) - A 0) := by
    intro S
    induction S using Finset.induction_on with
    | empty => rw [Finset.piecewise_empty, Finset.sum_empty, add_zero]
    | insert a S ha ih =>
      have h := inc a S ha
      rw [Finset.piecewise_insert, Finset.sum_insert ha]
      linarith
  have h := key Finset.univ
  rwa [Finset.piecewise_univ] at h
```

**Q:** Does this survive at trivial sizes?

**A:** With no time steps the sum is empty and the action is the constant A(0), which is why the constant is written separately. With one time step causality is no restriction, and the formula says only that the action is a function of one variable.

Differentiating the sum is the next lemma. It splits off the i-th term, observes that all the others are constant along the slice, and drops them.

```lean
/-- For an action that is a constant plus a sum of one-time functions, the potential at
time `i` is the derivative of the `i`-th function at the density of time `i`. -/
theorem potential_of_sum {A : (Fin n → ℝ) → ℝ} {c : ℝ} {f : Fin n → ℝ → ℝ}
    (hf : ∀ x, A x = c + ∑ k, f k (x k)) (i : Fin n) (x : Fin n → ℝ) :
    potential A i x = deriv (f i) (x i) := by
  have h : (fun s : ℝ => A (update x i s))
      = fun s : ℝ => f i s + (c + ∑ k ∈ Finset.univ.erase i, f k (x k)) := by
    funext s
    have e : ∑ k ∈ Finset.univ.erase i, f k (update x i s k)
        = ∑ k ∈ Finset.univ.erase i, f k (x k) :=
      Finset.sum_congr rfl fun k hk => by rw [update_of_ne (Finset.ne_of_mem_erase hk)]
    have e2 := Finset.add_sum_erase Finset.univ (fun k => f k (update x i s k))
      (Finset.mem_univ i)
    simp only [update_self] at e2
    rw [hf]
    linarith
  unfold potential
  rw [h, deriv_add_const]
```

**Q:** Then the main theorem should be an equivalence.

**A:** It is. For an action satisfying `HasPotential`, the potential is causal if and only if the action is a constant c plus a sum of differentiable functions, each of the density at one time. The forward direction takes c = A(0) and the fᵢ from the derivation; the reverse direction uses the derivative just computed.

```lean
/-- The potential of an action satisfying `HasPotential` is causal exactly when the action is a
constant plus a sum of differentiable functions of the density at one time each. -/
theorem causal_iff_separable {A : (Fin n → ℝ) → ℝ} (hA : HasPotential A) :
    IsCausal (potential A) ↔ ∃ (c : ℝ) (f : Fin n → ℝ → ℝ),
      (∀ i, Differentiable ℝ (f i)) ∧ ∀ x, A x = c + ∑ i, f i (x i) := by
  constructor
  · intro hc
    exact ⟨A 0, fun i s => A (update 0 i s) - A 0,
      fun i => (hA i 0).sub_const _, action_eq_sum hA hc⟩
  · rintro ⟨c, f, -, hf⟩ i j hij x t
    rw [potential_of_sum hf, potential_of_sum hf, update_of_ne hij.ne]
```

**Q:** Where does it say "no memory"?

**A:** In the next theorem: two histories that agree at time i give the same potential at time i, whatever they did before or after. The potential may still be nonlinear, and its form may differ from one time step to the next.

```lean
/-- A causal potential derived from an action satisfying `HasPotential` takes the same value at time
`i` for any two density histories that agree at time `i`. -/
theorem no_memory {A : (Fin n → ℝ) → ℝ} (hA : HasPotential A)
    (hc : IsCausal (potential A)) (i : Fin n) (x y : Fin n → ℝ) (hxy : x i = y i) :
    potential A i x = potential A i y := by
  obtain ⟨c, f, -, hf⟩ := (causal_iff_separable hA).1 hc
  rw [potential_of_sum hf, potential_of_sum hf, hxy]
```

**Q:** In linear response I work with a kernel, not with the full potential.

**A:** Then suppose that the potential is linear in the history, with a kernel K that vanishes for later densities:

vᵢ(x) = Σⱼ Kᵢⱼ xⱼ, with Kᵢⱼ = 0 for j > i

If an action generates this potential, K is diagonal. To see it, put a unit density at time j ≠ i and nothing elsewhere. The potential at time i is then Kᵢⱼ. This history agrees with the zero history at time i, where both densities are zero, so Kᵢⱼ = 0. The proof does the same with `Pi.single j 1`.

```lean
/-- If an action satisfying `HasPotential` generates a linear potential whose kernel `K` vanishes
for later densities, then `K` is diagonal in time. -/
theorem causal_kernel_diagonal {A : (Fin n → ℝ) → ℝ} (hA : HasPotential A)
    (K : Matrix (Fin n) (Fin n) ℝ) (hK : ∀ i j, i < j → K i j = 0)
    (hv : ∀ i x, potential A i x = ∑ j, K i j * x j) {i j : Fin n} (hij : i ≠ j) :
    K i j = 0 := by
  have hc : IsCausal (potential A) := by
    intro a b hab x t
    rw [hv, hv]
    refine Finset.sum_congr rfl fun k _ => ?_
    by_cases hk : k = b
    · rw [hk, hK a b hab, zero_mul, zero_mul]
    · rw [update_of_ne hk]
  -- probe the kernel with a unit density at time `j`
  have h := no_memory hA hc i (Pi.single j 1) 0 (by simp [hij])
  simp only [hv] at h
  simpa [Pi.single_apply] using h
```

**Q:** So my delayed potential from the beginning is ruled out?

**A:** As the derivative of an action, yes; as a causal potential, no. Here it is in Lean, with the two steps numbered 0 and 1.

```lean
/-- A potential on two time steps: zero at the first step, and equal to the density of
the first step at the second. -/
def delayed (i : Fin 2) (x : Fin 2 → ℝ) : ℝ := if i = 1 then x 0 else 0
```

It is causal because only time 0 has a later time, and the potential there is always zero. If it had an action, the histories (0, 0) and (1, 0), which agree at time 1, would have to give the same v₁. They give 0 and 1.

```lean
/-- The delayed potential is causal, and it is not the potential of any action satisfying
`HasPotential`. -/
theorem delayed_causal_without_action :
    IsCausal delayed ∧
      ¬ ∃ A : (Fin 2 → ℝ) → ℝ, HasPotential A ∧ potential A = delayed := by
  have hcd : IsCausal delayed := by
    intro i j hij x t
    have hlast : ∀ i j : Fin 2, i < j → i ≠ 1 := by decide
    simp [delayed, hlast i j hij]
  refine ⟨hcd, ?_⟩
  rintro ⟨A, hA, h⟩
  have hc : IsCausal (potential A) := by
    rw [h]
    exact hcd
  -- two histories that differ only in the past
  have h2 := no_memory hA hc 1 ![0, 0] ![1, 0] (by simp)
  rw [h] at h2
  simp [delayed] at h2

end

end CausalityParadox
```

```lean
#print axioms CausalityParadox.hasPotential_of_differentiable
#print axioms CausalityParadox.hasDerivAt_slice
#print axioms CausalityParadox.causal_kernel_diagonal
#print axioms CausalityParadox.delayed_causal_without_action
```

```
'CausalityParadox.hasPotential_of_differentiable' depends on axioms: [propext, Classical.choice, Quot.sound]
'CausalityParadox.hasDerivAt_slice' depends on axioms: [propext, Classical.choice, Quot.sound]
'CausalityParadox.causal_kernel_diagonal' depends on axioms: [propext, Classical.choice, Quot.sound]
'CausalityParadox.delayed_causal_without_action' depends on axioms: [propext, Classical.choice, Quot.sound]
```

**Q:** Does this make time-dependent density-functional theory inconsistent?

**A:** No. In this finite model it excludes one way of producing a causal potential with memory, namely as the plain derivative of a single real function of the density history. Your delayed potential is a perfectly good causal rule.

**Q:** Where would I meet this in a calculation?

**A:** In real-time propagation with the adiabatic local-density approximation, the exchange-correlation potential at a given time is evaluated from the density at that time, which is the memoryless form found here. A functional with memory needs more, such as stored earlier densities or auxiliary variables that summarise them.

You can also test a potential routine directly, if it takes one density amplitude and returns one potential value per time step, as in this model. Feed it a prescribed density history, change the density at step j alone, and record the potential at every step. For a linear potential, dividing the changes by the size of the perturbation gives column j of K. A change after step j shows that the routine has memory, and a change before step j shows that it is not causal. For a routine that is causal on all histories, one such later change is enough to show that no action of the kind considered here generates it.
